# In constrained DFT, a ground state that meets its population targets is a lowest-energy state with those populations

Suppose a calculation needs an electron held on the donor of a donor–acceptor pair, while unconstrained energy minimization would move it to the acceptor or spread it over both. A constrained-DFT code adds a potential on each fragment and adjusts it until the fragment populations reach their targets. Two questions follow. Is the resulting state the lowest one with those populations, or only the lowest one in the presence of an artificial potential? And in which direction should the potentials be adjusted?

## The constrained energy as a maximum over potentials

Let $X$ be the nonempty set of states the calculation can reach, $E(x)$ the energy of a state $x$, and $N_i(x)$ its population on fragment $i$, with finitely many fragments. Let $n_i$ be the target populations and $v_i$ the constraint potentials. Define

$$F_v(x) = E(x) + \sum_i v_i\,(N_i(x) - n_i), \qquad g(v) = \inf_{x \in X} F_v(x).$$

Assume that $E(x) \ge e$ and $|N_i(x)| \le C$ for fixed numbers $e$ and $C$. Then $g$ is concave. If $x$ minimizes $F_v$ and $N_i(x) = n_i$ for every $i$, then

$$g(w) \le g(v) = E(x) \le E(y)$$

for all potentials $w$ and all states $y$ with the target populations.

## Where a code uses it

One common implementation has two loops. The inner loop minimizes $F_v$ at fixed $v$ by a self-consistent calculation, and the outer loop updates $v$. The outer loop can be run as a maximization of $g$, whose gradient, where it exists, is the population error $N_i(x) - n_i$. With this sign convention, an uphill step along the gradient raises $v_i$ on a fragment with too many electrons and so repels them.

Linear-response calculations of the Hubbard $U$ also shift the potential on a site and record the change in population. If only $v_i$ is raised, the population $N_i$ of a minimizing state cannot increase. An increase beyond numerical error means that at least one of the two runs did not reach its global minimum, provided both used the same $E$, $N$ and $X$. This fixes a sign for the self-consistent response but not the value of $U$, which also requires the bare response.

## Derivation

**Lower bound.** Since $|N_i(x) - n_i| \le C + |n_i|$,

$$F_v(x) \ge e - \sum_i |v_i|\,(C + |n_i|).$$

The infimum is therefore finite, and $g(v) \le F_v(x)$ for every $x$.

**Concavity.** Take $a, b \ge 0$ with $a + b = 1$. At a fixed state the functional is affine in the potentials, so

$$F_{av+bw}(x) = a F_v(x) + b F_w(x) \ge a\,g(v) + b\,g(w).$$

Taking the infimum over $x$ gives $g(av+bw) \ge a\,g(v) + b\,g(w)$.

**Change of potential.** Subtracting the two definitions gives

$$F_w(x) = F_v(x) + \sum_i (w_i - v_i)(N_i(x) - n_i).$$

If $x$ minimizes $F_v$, then $F_v(x) = g(v)$. Since $g(w) \le F_w(x)$,

$$g(w) \le g(v) + \sum_i (w_i - v_i)(N_i(x) - n_i).$$

The population error is thus a supergradient of $g$: it is the slope of a plane that touches $g$ at $v$ and lies nowhere below it.

**States on target.** If $N_i(x) = n_i$ for all $i$, the sum vanishes and $g(w) \le g(v)$. The constraint term is also zero at $x$ and at any other state $y$ on target, so $E(x) = F_v(x) \le F_v(y) = E(y)$. Finally, $g(v) = F_v(x) = E(x)$.

**Sign of the response.** Let $x$ minimize $F_v$ and $y$ minimize $F_w$. Adding $F_v(x) \le F_v(y)$ to $F_w(y) \le F_w(x)$ and inserting the change-of-potential formula gives

$$\sum_i (w_i - v_i)(N_i(y) - N_i(x)) \le 0.$$

**Derivative.** Let $u$ be the vector with component 1 on fragment $i$ and 0 elsewhere. For a minimizer $x$ at $v$, the supergradient inequality says that

$$g(v + tu) - t\,(N_i(x) - n_i) \le g(v),$$

with equality at $t = 0$. The left side has a maximum there, so if $g(v+tu)$ has derivative $d$ at $t = 0$, then $d = N_i(x) - n_i$. If $v$ also maximizes $g$, then $d = 0$. When all partial derivatives exist at such a $v$, every minimizer there is on target.

**A target that no potential reaches.** Take three states with energies $0, 1, 0$ and populations $-1, 0, 1$ relative to a reference filling, with target $0$. The functional takes the values $-v$, $1$ and $v$. Hence $g(v) \le \min(-v, v) \le 0$, while the only state on target has energy 1. For that state to be a minimizer, both $1 \le -v$ and $1 \le v$ would have to hold, and their sum is $2 \le 0$. If the inner loop always finds the global minimum, the population jumps from $1$ to $-1$ as $v$ passes through zero, and bisection on $v$ never finds the target.

## The Lean file

```lean
import Mathlib

open Finset

namespace ConstrainedDFT

noncomputable section

variable {X ι : Type*} [Fintype ι]

/-- The constrained-DFT functional: the energy of the state `x` plus the constraint potentials `v`
times the deviations of the fragment populations `N x` from their targets `n`. -/
def cdftEnergy (E : X → ℝ) (N : X → ι → ℝ) (n v : ι → ℝ) (x : X) : ℝ :=
  E x + ∑ i, v i * (N x i - n i)

/-- The function `g(v)`: the infimum of the constrained-DFT functional over all states. -/
def dualEnergy (E : X → ℝ) (N : X → ι → ℝ) (n v : ι → ℝ) : ℝ :=
  ⨅ x, cdftEnergy E N n v x

/-- The state `x` minimizes the constrained-DFT functional at the potentials `v`. -/
def IsGroundState (E : X → ℝ) (N : X → ι → ℝ) (n v : ι → ℝ) (x : X) : Prop :=
  ∀ y, cdftEnergy E N n v x ≤ cdftEnergy E N n v y

variable {E : X → ℝ} {N : X → ι → ℝ} {n v w : ι → ℝ} {e C : ℝ} {x y : X}

/-- Changing the potentials from `v` to `w` shifts the functional by the potential change times
the population error. -/
theorem cdftEnergy_shift (E : X → ℝ) (N : X → ι → ℝ) (n v w : ι → ℝ) (x : X) :
    cdftEnergy E N n w x =
      cdftEnergy E N n v x + ∑ i, (w i - v i) * (N x i - n i) := by
  unfold cdftEnergy
  rw [add_assoc, ← Finset.sum_add_distrib]
  congr 1
  exact Finset.sum_congr rfl fun i _ => by ring

/-- For energies bounded below and bounded populations, `g(v)` is a lower bound to the
constrained-DFT functional at every state. -/
theorem dualEnergy_le (hE : ∀ x, e ≤ E x) (hN : ∀ x i, |N x i| ≤ C) (v : ι → ℝ) (x : X) :
    dualEnergy E N n v ≤ cdftEnergy E N n v x := by
  refine ciInf_le (f := cdftEnergy E N n v) ⟨e - ∑ i, |v i| * (C + |n i|), ?_⟩ x
  rintro _ ⟨y, rfl⟩
  -- each constraint term is bounded by the size of its potential
  have h : ∑ i, -(|v i| * (C + |n i|)) ≤ ∑ i, v i * (N y i - n i) := by
    apply Finset.sum_le_sum
    intro i _
    have h1 : |N y i - n i| ≤ C + |n i| := by
      have a := abs_le.mp (hN y i)
      have b := neg_abs_le (n i)
      have c := le_abs_self (n i)
      exact abs_le.mpr ⟨by linarith [a.1], by linarith [a.2]⟩
    have h2 := mul_le_mul_of_nonneg_left h1 (abs_nonneg (v i))
    rw [← abs_mul] at h2
    linarith [neg_abs_le (v i * (N y i - n i))]
  rw [Finset.sum_neg_distrib] at h
  unfold cdftEnergy
  linarith [hE y]

/-- The function `g` is concave in the constraint potentials. -/
theorem dualEnergy_concave [Nonempty X] (hE : ∀ x, e ≤ E x) (hN : ∀ x i, |N x i| ≤ C) :
    ConcaveOn ℝ Set.univ (dualEnergy E N n) := by
  refine ⟨convex_univ, fun v _ w _ a b ha hb hab => ?_⟩
  refine le_ciInf (f := cdftEnergy E N n (a • v + b • w)) fun x => ?_
  -- at a fixed state the functional is affine in the potentials
  have hs : ∑ i, (a * v i + b * w i) * (N x i - n i) =
      a * ∑ i, v i * (N x i - n i) + b * ∑ i, w i * (N x i - n i) := by
    rw [Finset.mul_sum, Finset.mul_sum, ← Finset.sum_add_distrib]
    exact Finset.sum_congr rfl fun i _ => by ring
  have h : cdftEnergy E N n (a • v + b • w) x =
      a * cdftEnergy E N n v x + b * cdftEnergy E N n w x := by
    simp only [cdftEnergy, Pi.add_apply, Pi.smul_apply, smul_eq_mul]
    rw [hs]
    linear_combination (-(E x)) * hab
  rw [h, smul_eq_mul, smul_eq_mul]
  exact add_le_add (mul_le_mul_of_nonneg_left (dualEnergy_le hE hN v x) ha)
    (mul_le_mul_of_nonneg_left (dualEnergy_le hE hN w x) hb)

/-- The population error of a minimizing state at `v` is a supergradient of `g` at `v`. -/
theorem dualEnergy_supergradient (hE : ∀ x, e ≤ E x) (hN : ∀ x i, |N x i| ≤ C)
    (hx : IsGroundState E N n v x) (w : ι → ℝ) :
    dualEnergy E N n w ≤ dualEnergy E N n v + ∑ i, (w i - v i) * (N x i - n i) := by
  have : Nonempty X := ⟨x⟩
  have h1 : cdftEnergy E N n v x ≤ dualEnergy E N n v :=
    le_ciInf (f := cdftEnergy E N n v) hx
  have h2 := dualEnergy_le (n := n) hE hN w x
  rw [cdftEnergy_shift E N n v w x] at h2
  linarith

/-- If a minimizing state at `v` has the target populations, then `v` maximizes `g`, the state has
the lowest energy among all states with these populations, and `g(v)` equals that energy. -/
theorem constrained_dft (hE : ∀ x, e ≤ E x) (hN : ∀ x i, |N x i| ≤ C)
    (hx : IsGroundState E N n v x) (hn : N x = n) :
    (∀ w, dualEnergy E N n w ≤ dualEnergy E N n v) ∧
      (∀ y, N y = n → E x ≤ E y) ∧ dualEnergy E N n v = E x := by
  have : Nonempty X := ⟨x⟩
  -- the constraint term vanishes on states with the target populations
  have key : ∀ y, N y = n → cdftEnergy E N n v y = E y := by
    intro y hy
    simp [cdftEnergy, hy]
  refine ⟨fun w => ?_, fun y hy => ?_, ?_⟩
  · have h := dualEnergy_supergradient hE hN hx w
    simpa [hn] using h
  · rw [← key x hn, ← key y hy]
    exact hx y
  · rw [← key x hn]
    exact le_antisymm (dualEnergy_le hE hN v x) (le_ciInf (f := cdftEnergy E N n v) hx)

/-- Between minimizing states at two sets of potentials, the population changes summed against the
potential changes are never positive. -/
theorem population_response_nonpos (hx : IsGroundState E N n v x)
    (hy : IsGroundState E N n w y) :
    ∑ i, (w i - v i) * (N y i - N x i) ≤ 0 := by
  have h1 := hx y
  have h2 := hy x
  rw [cdftEnergy_shift E N n v w x, cdftEnergy_shift E N n v w y] at h2
  have h3 : ∑ i, (w i - v i) * (N y i - N x i) =
      ∑ i, (w i - v i) * (N y i - n i) - ∑ i, (w i - v i) * (N x i - n i) := by
    rw [← Finset.sum_sub_distrib]
    exact Finset.sum_congr rfl fun i _ => by ring
  linarith

/-- Where `g` has a derivative with respect to the potential on fragment `i`, it equals the
population error of that fragment in any minimizing state. -/
theorem dualEnergy_deriv [DecidableEq ι] (hE : ∀ x, e ≤ E x) (hN : ∀ x i, |N x i| ≤ C)
    (hx : IsGroundState E N n v x) (i : ι) {d : ℝ}
    (hd : HasDerivAt (fun t : ℝ => dualEnergy E N n (v + t • (Pi.single i 1 : ι → ℝ))) d 0) :
    d = N x i - n i := by
  -- subtracting the supergradient line leaves a function with its maximum at zero
  have hmax : IsLocalMax (fun t : ℝ =>
      dualEnergy E N n (v + t • (Pi.single i 1 : ι → ℝ)) - t * (N x i - n i)) 0 := by
    refine Filter.Eventually.of_forall fun t => ?_
    have h := dualEnergy_supergradient hE hN hx (v + t • (Pi.single i 1 : ι → ℝ))
    have hs : ∑ j, ((v + t • (Pi.single i 1 : ι → ℝ)) j - v j) * (N x j - n j) =
        t * (N x i - n i) := by
      rw [Finset.sum_eq_single i]
      · simp
      · intro j _ hj
        simp [hj]
      · simp
    rw [hs] at h
    simp only [zero_smul, add_zero, zero_mul, sub_zero]
    linarith
  have h0 := hmax.hasDerivAt_eq_zero
    (hd.fun_sub ((hasDerivAt_id' (0 : ℝ)).mul_const (N x i - n i)))
  linarith

/-- Converse: if `v` maximizes `g` and `g` has all partial derivatives at `v`, then every
minimizing state at `v` has the target populations. -/
theorem population_eq_of_maximizer [DecidableEq ι] (hE : ∀ x, e ≤ E x)
    (hN : ∀ x i, |N x i| ≤ C) (hx : IsGroundState E N n v x)
    (hv : ∀ w, dualEnergy E N n w ≤ dualEnergy E N n v)
    (hd : ∀ i, DifferentiableAt ℝ
      (fun t : ℝ => dualEnergy E N n (v + t • (Pi.single i 1 : ι → ℝ))) 0) :
    N x = n := by
  funext i
  have hmax : IsLocalMax
      (fun t : ℝ => dualEnergy E N n (v + t • (Pi.single i 1 : ι → ℝ))) 0 := by
    refine Filter.Eventually.of_forall fun t => ?_
    simp only [zero_smul, add_zero]
    exact hv _
  have h1 := dualEnergy_deriv hE hN hx i (hd i).hasDerivAt
  have h2 := hmax.hasDerivAt_eq_zero (hd i).hasDerivAt
  linarith

/-- Energies 0, 1, 0 of a three-state model. -/
def gapEnergy : Fin 3 → ℝ := ![0, 1, 0]

/-- Populations -1, 0, 1 of the single fragment in the three-state model, relative to a
reference filling. -/
def gapPopulation : Fin 3 → Fin 1 → ℝ := fun x _ => ![-1, 0, 1] x

/-- In the three-state model only the middle state, of energy 1, has population zero; yet `g` never
exceeds 0, and no potential makes the middle state a minimizer. -/
theorem duality_gap :
    (∀ x, gapPopulation x = 0 ↔ x = 1) ∧ gapEnergy 1 = 1 ∧
      (∀ v, dualEnergy gapEnergy gapPopulation 0 v ≤ 0) ∧
      ∀ v, ¬ IsGroundState gapEnergy gapPopulation 0 v 1 := by
  have h0 : ∀ v, cdftEnergy gapEnergy gapPopulation 0 v 0 = -v 0 := by
    intro v
    simp [cdftEnergy, gapEnergy, gapPopulation]
  have h1 : ∀ v, cdftEnergy gapEnergy gapPopulation 0 v 1 = 1 := by
    intro v
    simp [cdftEnergy, gapEnergy, gapPopulation]
  have h2 : ∀ v, cdftEnergy gapEnergy gapPopulation 0 v 2 = v 0 := by
    intro v
    simp [cdftEnergy, gapEnergy, gapPopulation]
  have hE : ∀ x, (0 : ℝ) ≤ gapEnergy x := by
    intro x
    fin_cases x <;> simp [gapEnergy]
  have hN : ∀ x i, |gapPopulation x i| ≤ (1 : ℝ) := by
    intro x i
    fin_cases x <;> simp [gapPopulation]
  refine ⟨fun x => ?_, by simp [gapEnergy], fun v => ?_, fun v h => ?_⟩
  · fin_cases x <;> simp [gapPopulation, funext_iff]
  · -- the two outer states bound `g` by `-v` and by `v`
    have a := dualEnergy_le (n := 0) hE hN v 0
    have b := dualEnergy_le (n := 0) hE hN v 2
    rw [h0] at a
    rw [h2] at b
    linarith
  · have a := h 0
    have b := h 2
    rw [h1, h0] at a
    rw [h1, h2] at b
    linarith

end

end ConstrainedDFT
```

```lean
#print axioms ConstrainedDFT.constrained_dft
#print axioms ConstrainedDFT.population_response_nonpos
#print axioms ConstrainedDFT.population_eq_of_maximizer
#print axioms ConstrainedDFT.duality_gap
```

```
'ConstrainedDFT.constrained_dft' depends on axioms: [propext, Classical.choice, Quot.sound]
'ConstrainedDFT.population_response_nonpos' depends on axioms: [propext, Classical.choice, Quot.sound]
'ConstrainedDFT.population_eq_of_maximizer' depends on axioms: [propext, Classical.choice, Quot.sound]
'ConstrainedDFT.duality_gap' depends on axioms: [propext, Classical.choice, Quot.sound]
```

## Reading the statements

`X` is an arbitrary type of states: Slater determinants, density matrices or anything else with an energy and populations. The finite type `ι` labels the fragments, and `N x i` is $N_i(x)$. The definitions `cdftEnergy` and `dualEnergy` are $F_v$ and $g$. `IsGroundState E N n v x` says that `x` is a global minimizer of $F_v$.

The hypotheses `hE` and `hN` are the bounds by `e` and `C`. The first excludes an energy that falls without limit. The second reflects a finite number of electrons shared among the fragments. They matter because Lean assigns the value 0 to the infimum of a real set that is unbounded below.

The central theorem is `constrained_dft`. Its hypothesis `hx` makes `x` a minimizer at `v`, and `hn : N x = n` puts all fragments on target at once. Its three conclusions are that `v` maximizes $g$, that `x` has the lowest energy among states on target, and that $g(v)$ equals that energy. Concavity is stated separately in `dualEnergy_concave`, over all real potentials.

## How the proofs follow the derivation

`dualEnergy_le` builds the explicit lower bound term by term and passes it to `ciInf_le`. The opposite direction, that a number below every $F_v(x)$ is also below $g(v)$, is `le_ciInf`. The concavity proof begins with it, and `linear_combination` then uses $a + b = 1$ to recombine the two copies of $E(x)$.

`cdftEnergy_shift` is the change-of-potential formula. `dualEnergy_supergradient` combines it with the lower bound, and `population_response_nonpos` applies it to both minimizers. In `constrained_dft`, the local statement `key` records that the constraint term vanishes on target.

`dualEnergy_deriv` subtracts the supergradient line and applies the rule that a derivative vanishes at a local maximum. `population_eq_of_maximizer` uses that rule again, for $g$ itself. `duality_gap` evaluates the functional at the three states and combines the resulting inequalities with `linarith`.

## What a converged run must supply

The theorems apply to a fixed energy functional and a global minimizer that is actually attained. They do not show that such a minimizer exists, or that some potential brings it on target. A self-consistent calculation usually certifies only a stationary point, so the conclusion about the lowest energy is as good as the inner minimization. Nor do the theorems say how accurate the functional is, or how quickly the outer loop converges.

The populations must match exactly in `constrained_dft`, but a run that leaves a residual still has a precise meaning. Changing the targets $n_i$ adds a constant to $F_v$ and leaves its minimizers unchanged. A global minimizer that misses its target slightly is therefore a lowest-energy state for the populations it did reach.

The converse needs the partial derivatives of $g$. If two minimizers at the same $v$ have different populations on fragment $i$, the derivative in that direction cannot exist, since it would have to equal both errors. An outer loop that settles at a maximum of $g$ with a finite population error may have met such a kink. A state on target that minimizes $F_w$ for some $w$ also minimizes $F_v$ at every maximizer $v$ of $g$. So if no minimizer at the maximum is on target, no other potential will produce one, and further iterations on $v$ cannot remove the error.
